# A two-point cosine interpolant can close the gap between two exactly flat bands

## Flat bands at 0 and 1 that touch at k = π/2 after interpolation

My interpolated bands touch at $k=\pi/2$, although direct diagonalisation at that point gives the energies 0 and 1. The model is a chain with two orbitals per cell and two flat bands. I sampled its Hamiltonian only at $k=0$ and $k=\pi$, Fourier transformed the two matrices to real space and transformed back to intermediate $k$.

Both samples have the correct eigenvalues. The only difference I can see is that the eigenvectors at $k=\pi$ are rotated relative to those at $k=0$. A rotation doesn't change eigenvalues, so can it really be responsible for the crossing? And would a smaller rotation do the same damage?

## A rotation by t reduces the gap to |cos t| at k = π/2

Yes, the rotation is responsible. If the samples are $\mathrm{diag}(0,1)$ and the same matrix rotated by an angle $t$, the interpolated gap is

$$\Delta(k)=\sqrt{1-\sin^2 t\,\sin^2 k}.$$

Its minimum is $|\cos t|$, reached at $k=\pi/2$. A smaller rotation therefore narrows the gap without closing it, and $t=\pi/2$ closes it completely. Rotating one sample leaves its own eigenvalues unchanged, but it can change the eigenvalues of a weighted sum of the two samples.

### From the two samples to the gap

Take general energies $a$ and $b$, and write $d=b-a$. The samples are

$$H(0)=\begin{pmatrix}a&0\\0&b\end{pmatrix},\qquad H(\pi)=R\,H(0)\,R^T,\qquad R=\begin{pmatrix}\cos t&-\sin t\\ \sin t&\cos t\end{pmatrix}.$$

Multiplying out and using $\sin^2t+\cos^2t=1$ on the diagonal gives

$$H(\pi)=\begin{pmatrix}a+d\sin^2t&-d\sin t\cos t\\-d\sin t\cos t&b-d\sin^2t\end{pmatrix}.$$

With two mesh points, the Fourier interpolant has an on-site term $(H(0)+H(\pi))/2$ and a nearest-neighbour term $(H(0)-H(\pi))/2$ multiplied by $\cos k$. The hopping is shared equally between the two neighbours. Collecting the samples,

$$H_{\rm int}(k)=(1-w)H(0)+wH(\pi),\qquad w=\frac{1-\cos k}{2}.$$

Its entries are therefore

$$H_{\rm int}(k)=\begin{pmatrix}a+wd\sin^2t&-wd\sin t\cos t\\-wd\sin t\cos t&b-wd\sin^2t\end{pmatrix}.$$

For a real symmetric $2\times2$ matrix $A$ with trace $T$, the eigenvalues are $(T\pm g)/2$, where $g^2=T^2-4\det A=(A_{00}-A_{11})^2+4A_{01}^2$. Here this gives

$$\begin{aligned}
g^2&=d^2(1-2w\sin^2t)^2+4w^2d^2\sin^2t\cos^2t\\
&=d^2\left[1-4w\sin^2t+4w^2\sin^2t(\sin^2t+\cos^2t)\right]\\
&=d^2\left[1-4w(1-w)\sin^2t\right].
\end{aligned}$$

Since $4w(1-w)=1-\cos^2k=\sin^2k$, the gap is

$$g=|b-a|\sqrt{1-\sin^2t\,\sin^2k}.$$

The trace is $a+b$, so the two interpolated bands lie at $(a+b\pm g)/2$.

To find the minimum, rewrite the radicand:

$$1-\sin^2t\,\sin^2k=\cos^2t+\sin^2t\,\cos^2k.$$

This is at least $\cos^2t$, with equality at $k=\pi/2$. For $a\ne b$ the gap vanishes only if both terms on the right vanish. The first requires $\cos t=0$; then $\sin^2t=1$, and the second requires $\cos k=0$.

At $t=\pi/2$ the mechanism is visible directly. The second sample is $\mathrm{diag}(b,a)$, with the two orbitals exchanged, and at $k=\pi/2$ the interpolant averages the samples to $\frac{a+b}{2}$ times the identity. At the other extreme, $t=\pi$ only reverses the signs of both basis vectors. The samples then agree and the gap stays exact.

The same algebra applies to other interpolation weights. For any real $w$, the combination $(1-w)H(0)+wH(\pi)$ has gap $|b-a|\sqrt{1-4w(1-w)\sin^2t}$, so straight-line interpolation also reduces the gap to $|b-a||\cos t|$ at its midpoint. The Lean file below treats the cosine weight only.

### A smooth Hamiltonian with these samples

The samples alone can't show that a crossing is false; for that, one needs a Hamiltonian whose bands are known between them. Let the rotation angle depend on $k$:

$$\theta(k)=t\,\frac{1-\cos k}{2},\qquad H(k)=R(\theta(k))\,\mathrm{diag}(a,b)\,R(\theta(k))^T.$$

This is smooth and periodic in $k$. The angle is $0$ at $k=0$ and $t$ at $k=\pi$, so the samples are the required ones. At every $k$ the matrix is a rotated copy of $\mathrm{diag}(a,b)$, so its energies are exactly $a$ and $b$. With $a=0$, $b=1$ and $t=\pi/2$, the interpolated bands touch while the true bands remain one unit apart.

The rotation can be read as a mismatch between the Wannier gauges at the two mesh points, or as a real change of orbital character along the band. The interpolant receives the same matrices in both cases. For Wannier interpolation, this real two-band model on a two-point mesh shows that an interpolated crossing can come from the basis and the coarse sampling, so it is sensible to compare it with a direct calculation at the same $k$.

### What the Lean statements say

The momentum `k` is a real number in units of the inverse lattice constant, and a Bloch Hamiltonian is a function `H` from real numbers to real $2\times2$ matrices. Lean numbers the orbitals 0 and 1, as in the entries above. The matrices `levels a b` and `rotated a b t` are the diagonal sample and its rotated copy. The definition `interpolant H k` uses only `H 0` and `H π`.

The hypotheses `h0` and `hpi` fix these two samples. They stand for the same pair of energies, `a` and `b`, at both mesh points and eigenbases that differ by the angle `t`. Nothing is assumed about `H` at other momenta, and $a<b$ isn't required, which is why the formula contains $|b-a|$.

The gap is defined by `bandGap` as the square root of the discriminant. The theorem `det_eq_of_isSymm` gives this number its physical meaning: for a symmetric matrix, the characteristic determinant factors with roots half a gap below and above the mean energy.

The main results are these:

- `interpolated_gap` is the gap formula, for every `k`.
- `interpolated_bands` gives both energies, as the roots of the characteristic determinant.
- `minimal_gap` gives the lower bound $|b-a||\cos t|$ and its attainment at $k=\pi/2$.
- `gap_closes_iff` says that, for $a\ne b$, the gap is zero exactly when $\cos t=0$ and $\cos k=0$.
- `false_crossing` combines the closed interpolated gap with the true energies 0 and 1 for the smooth model, called `twisted`.

The restriction to real matrices leaves out complex Bloch phases. The model also has one dimension, two bands and two mesh points; the theorems give no error bound for denser meshes or for more bands.

```lean
import Mathlib

open Real Matrix

namespace WannierInterpolationGap

noncomputable section

/-- The two-band Hamiltonian with energies `a` and `b` in its own eigenbasis. -/
def levels (a b : ℝ) : Matrix (Fin 2) (Fin 2) ℝ := !![a, 0; 0, b]

/-- The rotation by the angle `t` that mixes the two orbitals. -/
def rot (t : ℝ) : Matrix (Fin 2) (Fin 2) ℝ := !![cos t, -sin t; sin t, cos t]

/-- The two-level Hamiltonian with its eigenvectors rotated by `t`. -/
def rotated (a b t : ℝ) : Matrix (Fin 2) (Fin 2) ℝ := rot t * levels a b * (rot t)ᵀ

/-- The cosine interpolant of a Bloch Hamiltonian sampled at `k = 0` and `k = π`. -/
def interpolant (H : ℝ → Matrix (Fin 2) (Fin 2) ℝ) (k : ℝ) : Matrix (Fin 2) (Fin 2) ℝ :=
  (1 / 2 : ℝ) • (H 0 + H π) + (cos k / 2) • (H 0 - H π)

/-- The gap of a symmetric two-band Hamiltonian: the square root of the discriminant of its
characteristic polynomial. -/
def bandGap (A : Matrix (Fin 2) (Fin 2) ℝ) : ℝ := √(A.trace ^ 2 - 4 * A.det)

/-- A Bloch Hamiltonian whose eigenbasis turns smoothly from angle `0` at `k = 0` to angle `t`
at `k = π` and back. -/
def twisted (a b t k : ℝ) : Matrix (Fin 2) (Fin 2) ℝ := rotated a b (t * (1 - cos k) / 2)

/-- The two eigenvalues of a real symmetric two-band Hamiltonian lie half a gap below and half
a gap above their mean. -/
theorem det_eq_of_isSymm {A : Matrix (Fin 2) (Fin 2) ℝ} (hA : A.IsSymm) (x : ℝ) :
    (x • (1 : Matrix (Fin 2) (Fin 2) ℝ) - A).det =
      (x - (A.trace - bandGap A) / 2) * (x - (A.trace + bandGap A) / 2) := by
  have hs : A 1 0 = A 0 1 := hA.apply 0 1
  -- symmetry makes the discriminant a sum of squares
  have hg : bandGap A ^ 2 =
      (A 0 0 + A 1 1) ^ 2 - 4 * (A 0 0 * A 1 1 - A 0 1 * A 1 0) := by
    rw [bandGap, Matrix.trace_fin_two, Matrix.det_fin_two]
    apply Real.sq_sqrt
    rw [hs]
    nlinarith [sq_nonneg (A 0 0 - A 1 1), sq_nonneg (A 0 1)]
  rw [Matrix.det_fin_two, Matrix.trace_fin_two]
  simp
  linear_combination (1 / 4) * hg

/-- The matrix elements of the rotated two-level Hamiltonian. -/
theorem rotated_entries (a b t : ℝ) :
    rotated a b t = !![a + (b - a) * sin t ^ 2, -((b - a) * sin t * cos t);
      -((b - a) * sin t * cos t), b - (b - a) * sin t ^ 2] := by
  have h := sin_sq_add_cos_sq t
  ext i j
  fin_cases i <;> fin_cases j
  · simp [rotated, rot, levels, Matrix.mul_apply, Fin.sum_univ_succ]
    linear_combination a * h
  · simp [rotated, rot, levels, Matrix.mul_apply, Fin.sum_univ_succ]
    ring
  · simp [rotated, rot, levels, Matrix.mul_apply, Fin.sum_univ_succ]
    ring
  · simp [rotated, rot, levels, Matrix.mul_apply, Fin.sum_univ_succ]
    linear_combination b * h

/-- The matrix elements of the interpolant when the sample at `0` is `diag(a, b)` and the sample at
`π` is its rotation by `t`. -/
theorem interpolant_entries {H : ℝ → Matrix (Fin 2) (Fin 2) ℝ} {a b t : ℝ}
    (h0 : H 0 = levels a b) (hpi : H π = rotated a b t) (k : ℝ) :
    interpolant H k =
      !![a + (1 - cos k) / 2 * ((b - a) * sin t ^ 2),
          -((1 - cos k) / 2 * ((b - a) * sin t * cos t));
        -((1 - cos k) / 2 * ((b - a) * sin t * cos t)),
          b - (1 - cos k) / 2 * ((b - a) * sin t ^ 2)] := by
  rw [interpolant, h0, hpi, rotated_entries]
  ext i j
  fin_cases i <;> fin_cases j <;> simp [levels] <;> ring

/-- If the sample at `0` is `diag(a, b)` and the sample at `π` is its rotation by `t`, the
interpolated gap is `|b - a| √(1 - sin² t sin² k)`. -/
theorem interpolated_gap {H : ℝ → Matrix (Fin 2) (Fin 2) ℝ} {a b t : ℝ}
    (h0 : H 0 = levels a b) (hpi : H π = rotated a b t) (k : ℝ) :
    bandGap (interpolant H k) = |b - a| * √(1 - sin t ^ 2 * sin k ^ 2) := by
  rw [bandGap, interpolant_entries h0 hpi, Matrix.trace_fin_two_of, Matrix.det_fin_two_of,
    ← Real.sqrt_sq_eq_abs, ← Real.sqrt_mul (sq_nonneg (b - a))]
  congr 1
  linear_combination (b - a) ^ 2 * (1 - cos k) ^ 2 * sin t ^ 2 * sin_sq_add_cos_sq t
    + (b - a) ^ 2 * sin t ^ 2 * sin_sq_add_cos_sq k

/-- If the sample at `0` is `diag(a, b)` and the sample at `π` is its rotation by `t`, the two
interpolated bands lie symmetrically about `(a + b) / 2`, separated by
`|b - a| √(1 - sin² t sin² k)`. -/
theorem interpolated_bands {H : ℝ → Matrix (Fin 2) (Fin 2) ℝ} {a b t : ℝ}
    (h0 : H 0 = levels a b) (hpi : H π = rotated a b t) (k x : ℝ) :
    (x • (1 : Matrix (Fin 2) (Fin 2) ℝ) - interpolant H k).det =
      (x - (a + b - |b - a| * √(1 - sin t ^ 2 * sin k ^ 2)) / 2) *
        (x - (a + b + |b - a| * √(1 - sin t ^ 2 * sin k ^ 2)) / 2) := by
  have hsym : (interpolant H k).IsSymm := by
    rw [interpolant_entries h0 hpi]
    apply Matrix.IsSymm.ext
    intro i j
    fin_cases i <;> fin_cases j <;> rfl
  have htr : (interpolant H k).trace = a + b := by
    rw [interpolant_entries h0 hpi, Matrix.trace_fin_two_of]
    ring
  rw [det_eq_of_isSymm hsym, htr, interpolated_gap h0 hpi]

/-- If the sample at `0` is `diag(a, b)` and the sample at `π` is its rotation by `t`, the smallest
interpolated gap is `|b - a| |cos t|`, and it is reached at `k = π / 2`. -/
theorem minimal_gap {H : ℝ → Matrix (Fin 2) (Fin 2) ℝ} {a b t : ℝ}
    (h0 : H 0 = levels a b) (hpi : H π = rotated a b t) :
    (∀ k, |b - a| * |cos t| ≤ bandGap (interpolant H k)) ∧
      bandGap (interpolant H (π / 2)) = |b - a| * |cos t| := by
  constructor
  · intro k
    rw [interpolated_gap h0 hpi]
    apply mul_le_mul_of_nonneg_left _ (abs_nonneg _)
    apply Real.abs_le_sqrt
    have e : 1 - sin t ^ 2 * sin k ^ 2 = cos t ^ 2 + sin t ^ 2 * cos k ^ 2 := by
      linear_combination -sin_sq_add_cos_sq t - sin t ^ 2 * sin_sq_add_cos_sq k
    rw [e]
    exact le_add_of_nonneg_right (by positivity)
  · have e : 1 - sin t ^ 2 * 1 ^ 2 = cos t ^ 2 := by
      linear_combination -sin_sq_add_cos_sq t
    rw [interpolated_gap h0 hpi, sin_pi_div_two, e, Real.sqrt_sq_eq_abs]

/-- If the sample at `0` is `diag(a, b)` with `a ≠ b` and the sample at `π` is its rotation by `t`,
the interpolated gap closes at `k` exactly when `cos t = 0` and `cos k = 0`. -/
theorem gap_closes_iff {H : ℝ → Matrix (Fin 2) (Fin 2) ℝ} {a b t : ℝ} (hab : a ≠ b)
    (h0 : H 0 = levels a b) (hpi : H π = rotated a b t) (k : ℝ) :
    bandGap (interpolant H k) = 0 ↔ cos t = 0 ∧ cos k = 0 := by
  have e : 1 - sin t ^ 2 * sin k ^ 2 = cos t ^ 2 + sin t ^ 2 * cos k ^ 2 := by
    linear_combination -sin_sq_add_cos_sq t - sin t ^ 2 * sin_sq_add_cos_sq k
  rw [interpolated_gap h0 hpi, e]
  constructor
  · intro h
    have hz := (mul_eq_zero.mp h).resolve_left (abs_ne_zero.mpr (sub_ne_zero.mpr hab.symm))
    rw [Real.sqrt_eq_zero (by positivity)] at hz
    -- both non-negative terms vanish
    have h1 : 0 ≤ sin t ^ 2 * cos k ^ 2 := by positivity
    have hc2 : cos t ^ 2 = 0 := by linarith [sq_nonneg (cos t)]
    have hs2 : sin t ^ 2 = 1 := by linarith [sin_sq_add_cos_sq t]
    have hk2 : cos k ^ 2 = 0 := by
      rw [hc2, hs2] at hz
      linarith
    exact ⟨(pow_eq_zero_iff two_ne_zero).mp hc2, (pow_eq_zero_iff two_ne_zero).mp hk2⟩
  · rintro ⟨hc, hk⟩
    rw [hc, hk]
    simp

/-- The twisted model has the samples `diag(a, b)` at `k = 0` and its rotation by `t` at
`k = π`. -/
theorem twisted_witness (a b t : ℝ) :
    twisted a b t 0 = levels a b ∧ twisted a b t π = rotated a b t := by
  constructor
  · simp [twisted, rotated_entries, levels]
  · have h : t * (1 - cos π) / 2 = t := by
      rw [cos_pi]
      ring
    rw [twisted, h]

/-- The twisted model has exactly flat bands: its energies are `a` and `b` at every `k`. -/
theorem twisted_flat (a b t k x : ℝ) :
    (x • (1 : Matrix (Fin 2) (Fin 2) ℝ) - twisted a b t k).det = (x - a) * (x - b) := by
  rw [twisted, rotated_entries, Matrix.det_fin_two]
  simp
  linear_combination (-(b - a) ^ 2 * sin (t * (1 - cos k) / 2) ^ 2) *
    sin_sq_add_cos_sq (t * (1 - cos k) / 2)

/-- For the twisted model with `t = π / 2` the interpolated gap vanishes at `k = π / 2`, while
the true energies are `0` and `1` at every `k`. -/
theorem false_crossing :
    bandGap (interpolant (twisted 0 1 (π / 2)) (π / 2)) = 0 ∧
      ∀ k x : ℝ, (x • (1 : Matrix (Fin 2) (Fin 2) ℝ) - twisted 0 1 (π / 2) k).det =
        (x - 0) * (x - 1) := by
  obtain ⟨h0, hpi⟩ := twisted_witness 0 1 (π / 2)
  exact ⟨(gap_closes_iff zero_ne_one h0 hpi (π / 2)).mpr ⟨cos_pi_div_two, cos_pi_div_two⟩,
    fun k x => twisted_flat 0 1 (π / 2) k x⟩

end

end WannierInterpolationGap
```

```lean
#print axioms WannierInterpolationGap.interpolated_bands
-- 'WannierInterpolationGap.interpolated_bands' depends on axioms: [propext, Classical.choice, Quot.sound]
#print axioms WannierInterpolationGap.minimal_gap
-- 'WannierInterpolationGap.minimal_gap' depends on axioms: [propext, Classical.choice, Quot.sound]
#print axioms WannierInterpolationGap.gap_closes_iff
-- 'WannierInterpolationGap.gap_closes_iff' depends on axioms: [propext, Classical.choice, Quot.sound]
#print axioms WannierInterpolationGap.false_crossing
-- 'WannierInterpolationGap.false_crossing' depends on axioms: [propext, Classical.choice, Quot.sound]
```

### How the algebra appears in the proofs

In `det_eq_of_isSymm`, the auxiliary statement `hg` identifies the squared gap with the discriminant. This needs a non-negative radicand, which symmetry supplies: the discriminant is then $(A_{00}-A_{11})^2+4A_{01}^2$. The final `linear_combination` uses `hg` to match the constant terms of the two quadratics in `x`.

The lemmas `rotated_entries` and `interpolant_entries` establish the two explicit matrices above. Each splits the matrix equation into four scalar equations with `fin_cases`. The diagonal entries of the rotated sample use the identity $\sin^2t+\cos^2t=1$, while the off-diagonal ones need only ring algebra.

The proof of `interpolated_gap` inserts these entries into the discriminant. It writes $|b-a|$ as $\sqrt{(b-a)^2}$ and moves it under the other root, so that `congr 1` leaves an equality of radicands. The last `linear_combination` applies the Pythagorean identity twice, as in the derivation: for `t`, to combine the terms proportional to $w^2$, and for `k`, to turn $1-\cos^2k$ into $\sin^2k$. Then `interpolated_bands` checks that the interpolant is symmetric with trace $a+b$, and applies the general factorisation.

Both `minimal_gap` and `gap_closes_iff` use the radicand in the form $\cos^2t+\sin^2t\cos^2k$. For the minimum, dropping the second term gives the bound, and substituting $\sin(\pi/2)=1$ gives equality. For the closing condition, $a\ne b$ removes the prefactor, and the vanishing sum of non-negative terms forces first $\cos t=0$ and then $\cos k=0$. The converse is direct substitution.

For the smooth model, `twisted_witness` evaluates the angle at the two mesh points. The flatness proof, `twisted_flat`, expands the determinant with the entries already found and simplifies it by the Pythagorean identity for $\theta(k)$, where the argument by hand used the invariance of eigenvalues under rotation. Finally, `false_crossing` applies the closing criterion with $t=k=\pi/2$ and pairs it with this flatness result.
